# The hydrogen hybrid cos t·2s + sin t·2p_z is normalised and has ⟨z⟩ = −3 sin 2t bohr

Q: Fix the objects first. What is called 2s and 2p_z, and in which units and phases?

A: Units are atomic, so lengths are in bohr, with a fixed nucleus of charge 1 at the origin. A point has spherical coordinates r, θ, φ, and z = r cos θ. The radial functions are

    R2s(r) = (1 − r/2) e^(−r/2) / √2
    R2p(r) = r e^(−r/2) / (2√6)

and the spherical harmonics are

    Y00 = 1/√(4π),   Y10 = √3 cos θ / √(4π).

The phases are fixed by these formulas: 2s is positive at the nucleus and changes sign at r = 2, and 2p_z is positive for z > 0. For real amplitudes a and b the one-electron state is

    ψ = a R2s Y00 + b R2p Y10,

and the hybrid with mixing angle t has a = cos t, b = sin t.

```lean
import Mathlib

open Real MeasureTheory Set

namespace HydrogenHybridDipole

noncomputable section

/-- Hydrogen 2s radial function in atomic units. -/
def R2s (r : ℝ) : ℝ := (1 - r / 2) * exp (-r / 2) / √2

/-- Hydrogen 2p radial function in atomic units. -/
def R2p (r : ℝ) : ℝ := r * exp (-r / 2) / (2 * √6)

/-- Spherical harmonic with l = 0, m = 0. -/
def Y00 (_θ _φ : ℝ) : ℝ := 1 / √(4 * π)

/-- Spherical harmonic with l = 1, m = 0. -/
def Y10 (θ _φ : ℝ) : ℝ := √3 / √(4 * π) * cos θ

/-- The real superposition a·2s + b·2p_z in spherical coordinates. -/
def psi (a b r θ φ : ℝ) : ℝ := a * R2s r * Y00 θ φ + b * R2p r * Y10 θ φ
```

Q: I see no Hamiltonian. What makes these hydrogen orbitals?

A: The formulas are the n = 2 hydrogen functions, entered as definitions. That they solve the Schrödinger equation is not derived, and no theorem uses it. The theorems are statements about integrals of these explicit functions. Spin, relativistic terms and complex amplitudes are absent.

Q: And an integral over space?

A: It is built in three stages. `HasRadialIntegral f v` says that f is integrable on (0, ∞), written `Ioi 0`, and that its integral there is v. `sphereIntegral g` is

    ∫₀^{2π} dφ ∫₀^π dθ g(θ, φ) sin θ.

`HasSpaceIntegral f v` takes the sphere integral of f(r, θ, φ) at each r, multiplies it by r², and asks that the result have radial integral v. Lean gives a non-integrable function the integral 0, so the radial definition carries integrability with it; the angular one does not, but every angular integrand met here is a polynomial in cos θ at fixed r and is evaluated explicitly.

```lean
/-- The function f is integrable on (0, ∞) and its integral there is v. -/
def HasRadialIntegral (f : ℝ → ℝ) (v : ℝ) : Prop :=
  IntegrableOn f (Ioi 0) ∧ ∫ r in Ioi (0 : ℝ), f r = v

/-- Integral over the unit sphere with solid-angle element sin θ dθ dφ. -/
def sphereIntegral (g : ℝ → ℝ → ℝ) : ℝ :=
  ∫ φ in (0 : ℝ)..2 * π, ∫ θ in (0 : ℝ)..π, g θ φ * sin θ

/-- The angular integral of f(r, θ, φ), weighted by r², has radial integral v. -/
def HasSpaceIntegral (f : ℝ → ℝ → ℝ → ℝ) (v : ℝ) : Prop :=
  HasRadialIntegral (fun r => r ^ 2 * sphereIntegral (f r)) v
```

Q: That is an iterated integral with the volume element r² sin θ put in by definition. It is not an integral over ℝ³.

A: Correct. The change of variables from Cartesian to spherical coordinates is adopted as the meaning of ∫d³r, in the order θ, then φ, then r. Its agreement with Lebesgue measure on ℝ³ is not part of any theorem.

Q: Then derive the radial numbers.

A: Every product of two n = 2 radial functions contains e^(−r/2) twice, so each integrand is e^(−r) times a polynomial, and one formula is enough, for every natural number n:

    ∫₀^∞ e^(−r) rⁿ dr = n!

`radial_lincomb` is linearity: if f and g have integrals u and v and k = a f + b g pointwise, then k is integrable with integral a u + b v. `radial_moment` is the factorial formula. It takes the convergence and the value of Euler's integral for the Gamma function Γ at s = n + 1 from Mathlib and rewrites Γ(n + 1) as n!. `radial_poly` applies linearity three times, for real coefficients c2 to c5:

    ∫₀^∞ e^(−r) (c2 r² + c3 r³ + c4 r⁴ + c5 r⁵) dr = 2 c2 + 6 c3 + 24 c4 + 120 c5.

```lean
/-- Radial integrals are linear in the integrand. -/
theorem radial_lincomb {f g k : ℝ → ℝ} {u v w : ℝ} (hf : HasRadialIntegral f u)
    (hg : HasRadialIntegral g v) (a b : ℝ) (hk : ∀ r, k r = a * f r + b * g r)
    (hw : w = a * u + b * v) : HasRadialIntegral k w := by
  have e : k = fun r => a * f r + b * g r := funext hk
  have h1 : Integrable (fun r => a * f r) (volume.restrict (Ioi 0)) :=
    Integrable.const_mul hf.1 a
  have h2 : Integrable (fun r => b * g r) (volume.restrict (Ioi 0)) :=
    Integrable.const_mul hg.1 b
  subst e
  refine ⟨Integrable.add h1 h2, ?_⟩
  show ∫ r in Ioi (0 : ℝ), (a * f r + b * g r) = w
  rw [integral_add h1 h2, integral_const_mul, integral_const_mul, hf.2, hg.2, hw]

/-- The n-th radial moment of exp(-r) is n factorial. -/
theorem radial_moment (n : ℕ) :
    HasRadialIntegral (fun r => exp (-r) * r ^ n) (n.factorial : ℝ) := by
  have h1 := Real.GammaIntegral_convergent (s := (n : ℝ) + 1) (by positivity)
  have h2 := Real.Gamma_eq_integral (s := (n : ℝ) + 1) (by positivity)
  rw [Real.Gamma_nat_eq_factorial] at h2
  simp only [add_sub_cancel_right, Real.rpow_natCast] at h1 h2
  exact ⟨h1, h2.symm⟩

/-- Radial integral of exp(-r) times a polynomial with terms r² to r⁵. -/
theorem radial_poly {f : ℝ → ℝ} {v : ℝ} (c2 c3 c4 c5 : ℝ)
    (hf : ∀ r, f r = exp (-r) * (c2 * r ^ 2 + c3 * r ^ 3 + c4 * r ^ 4 + c5 * r ^ 5))
    (hv : v = 2 * c2 + 6 * c3 + 24 * c4 + 120 * c5) : HasRadialIntegral f v := by
  have h23 := radial_lincomb (k := fun r => c2 * (exp (-r) * r ^ 2) + c3 * (exp (-r) * r ^ 3))
    (radial_moment 2) (radial_moment 3) c2 c3 (fun _ => rfl) rfl
  have h45 := radial_lincomb (k := fun r => c4 * (exp (-r) * r ^ 4) + c5 * (exp (-r) * r ^ 5))
    (radial_moment 4) (radial_moment 5) c4 c5 (fun _ => rfl) rfl
  refine radial_lincomb h23 h45 1 1 (fun r => ?_) ?_
  · rw [hf r]

    ring
  · rw [hv, show Nat.factorial 2 = 2 from rfl, show Nat.factorial 3 = 6 from rfl,
      show Nat.factorial 4 = 24 from rfl, show Nat.factorial 5 = 120 from rfl]
    push_cast
    ring
```

A: The normalisations follow by expanding the squares:

    r² R2s² = e^(−r) (r²/2 − r³/2 + r⁴/8),   integral 1 − 3 + 3 = 1
    r² R2p² = e^(−r) r⁴/24,   integral 24/24 = 1.

In `radial_normalised` the arguments of `radial_poly` are these coefficients, (1/2, −1/2, 1/8, 0) and (0, 0, 1/24, 0). The step `he` is (e^(−r/2))² = e^(−r), the square roots are squared away, and `ring` checks the expansion.

```lean
/-- The 2s and 2p radial functions are normalised with weight r². -/
theorem radial_normalised :
    HasRadialIntegral (fun r => r ^ 2 * R2s r ^ 2) 1 ∧
      HasRadialIntegral (fun r => r ^ 2 * R2p r ^ 2) 1 := by
  have he : ∀ r : ℝ, exp (-r / 2) ^ 2 = exp (-r) := fun r => by
    rw [sq, ← Real.exp_add]; congr 1; ring
  constructor
  · refine radial_poly (1 / 2) (-1 / 2) (1 / 8) 0 (fun r => ?_) (by norm_num)
    simp only [R2s]
    rw [div_pow, Real.sq_sqrt (by norm_num : (0 : ℝ) ≤ 2), ← he r]
    ring
  · refine radial_poly 0 0 (1 / 24) 0 (fun r => ?_) (by norm_num)
    simp only [R2p]
    rw [div_pow, mul_pow (2 : ℝ), Real.sq_sqrt (by norm_num : (0 : ℝ) ≤ 6), ← he r]
    ring
```

A: The mixed integral has the prefactor 1/(2 √2 √6) = 1/(4√3) = √3/12, so

    r³ R2s R2p = (√3/12) e^(−r) (r⁴ − r⁵/2)
    ∫₀^∞ r³ R2s R2p dr = (√3/12)(24 − 60) = −3√3.

In `radial_dipole`, `hk` is 1/(√2 √6) = √3/6, obtained from √6 = √2 √3, and the coefficients passed on are c4 = √3/12 and c5 = −√3/24.

```lean
/-- The radial 2s-2p dipole integral, with weight r³, equals -3√3. -/
theorem radial_dipole : HasRadialIntegral (fun r => r ^ 3 * R2s r * R2p r) (-3 * √3) := by
  have h2 : √2 ^ 2 = (2 : ℝ) := Real.sq_sqrt (by norm_num)
  have h3 : √3 ^ 2 = (3 : ℝ) := Real.sq_sqrt (by norm_num)
  have h6 : √6 = √2 * √3 := by
    rw [show (6 : ℝ) = 2 * 3 by norm_num]
    exact Real.sqrt_mul (by norm_num) 3
  -- product of the two normalisation roots
  have hk : (√2)⁻¹ * (√6)⁻¹ = √3 / 6 := by
    rw [← mul_inv]
    apply inv_eq_of_mul_eq_one_right
    rw [h6]
    linear_combination (√3 ^ 2 / 6) * h2 + (1 / 3) * h3
  refine radial_poly 0 0 (√3 / 12) (-√3 / 24) (fun r => ?_) (by ring)
  have he : exp (-r / 2) ^ 2 = exp (-r) := by
    rw [sq, ← Real.exp_add]; congr 1; ring
  simp only [R2s, R2p]
  rw [← he]
  linear_combination (r ^ 4 * (1 - r / 2) * exp (-r / 2) ^ 2 / 2) * hk
```

Q: Where does the angular part come from?

A: From one elementary integral. For real c0 to c3 let g = c0 + c1 cos θ + c2 cos²θ + c3 cos³θ. An antiderivative of g sin θ is

    −c0 cos θ − (c1/2) cos²θ − (c2/3) cos³θ − (c3/4) cos⁴θ.

Between θ = 0 and θ = π the cosine goes from 1 to −1. The c1 and c3 terms take equal values at both ends and cancel, leaving 2 c0 + (2/3) c2. Nothing depends on φ, which contributes 2π:

    sphere integral of g = 4π c0 + (4π/3) c2.

In `sphere_cubic`, `hd` differentiates the antiderivative term by term, `hin` is the fundamental theorem of calculus, and the final `simp only` integrates the constant over φ. The disappearance of c1 and c3 is the parity rule for this pair of orbitals.

```lean
/-- Sphere integral of a cubic in cos θ: only the even powers contribute. -/
theorem sphere_cubic {g : ℝ → ℝ → ℝ} (c0 c1 c2 c3 : ℝ)
    (hg : ∀ θ φ, g θ φ = c0 + c1 * cos θ + c2 * cos θ ^ 2 + c3 * cos θ ^ 3) :
    sphereIntegral g = 4 * π * c0 + 4 * π / 3 * c2 := by
  -- explicit antiderivative in θ
  have hd : ∀ θ ∈ uIcc (0 : ℝ) π, HasDerivAt
      (fun x => -c0 * cos x + -c1 / 2 * cos x ^ 2 + -c2 / 3 * cos x ^ 3 + -c3 / 4 * cos x ^ 4)
      ((c0 + c1 * cos θ + c2 * cos θ ^ 2 + c3 * cos θ ^ 3) * sin θ) θ := by
    intro θ _
    have h := Real.hasDerivAt_cos θ
    refine ((((h.const_mul (-c0)).fun_add ((h.fun_pow 2).const_mul (-c1 / 2))).fun_add
      ((h.fun_pow 3).const_mul (-c2 / 3))).fun_add
      ((h.fun_pow 4).const_mul (-c3 / 4))).congr_deriv ?_
    ring1
  have hin : ∫ θ in (0 : ℝ)..π, (c0 + c1 * cos θ + c2 * cos θ ^ 2 + c3 * cos θ ^ 3) * sin θ
      = 2 * c0 + 2 / 3 * c2 := by
    rw [intervalIntegral.integral_eq_sub_of_hasDerivAt hd
      (Continuous.intervalIntegrable (by fun_prop) _ _)]
    simp only [Real.cos_pi, Real.cos_zero]
    ring
  simp only [sphereIntegral, hg, hin, intervalIntegral.integral_const, smul_eq_mul]
  ring
```

Q: Normalised radial functions do not yet give a normalised state. The 2s and 2p_z parts could overlap.

A: The density is

    ψ² = (1/4π) [a² R2s² + 2√3 ab R2s R2p cos θ + 3 b² R2p² cos²θ].

The overlap term is the one linear in cos θ, and it drops out on each sphere. What remains is a² R2s² + b² R2p², since (4π/3)·3/(4π) = 1. Weighting by r² and using the two normalisations gives

    ∫ψ² d³r = a² + b².

`state_norm` states this for all real a and b. Its step `hs` feeds the three coefficients of ψ² to `sphere_cubic`, with `hu` and `h3` supplying 4π/(√(4π))² = 1 and (√3)² = 3, and `radial_lincomb` combines the radial integrals with weights a² and b².

```lean
/-- The density of a·2s + b·2p_z integrates to a² + b² over space. -/
theorem state_norm (a b : ℝ) :
    HasSpaceIntegral (fun r θ φ => psi a b r θ φ ^ 2) (a ^ 2 + b ^ 2) := by
  have h3 : √3 ^ 2 = (3 : ℝ) := Real.sq_sqrt (by norm_num)
  have hu : 4 * π * (√(4 * π))⁻¹ ^ 2 = 1 := by
    rw [inv_pow, Real.sq_sqrt (by positivity)]
    exact mul_inv_cancel₀ (by positivity)
  unfold HasSpaceIntegral
  refine radial_lincomb radial_normalised.1 radial_normalised.2 (a ^ 2) (b ^ 2)
    (fun r => ?_) (by ring)
  -- the cross term is odd in cos θ and drops out
  have hs : sphereIntegral (fun θ φ => psi a b r θ φ ^ 2)
      = (a * R2s r) ^ 2 + (b * R2p r) ^ 2 := by
    refine (sphere_cubic ((a * R2s r / √(4 * π)) ^ 2)
      (2 * (a * R2s r) * (b * R2p r) * √3 / √(4 * π) ^ 2)
      ((b * R2p r * √3 / √(4 * π)) ^ 2) 0 fun θ φ => ?_).trans ?_
    · simp only [psi, Y00, Y10]
      ring
    · linear_combination ((a * R2s r) ^ 2 + (b * R2p r) ^ 2) * hu
        + (4 * π / 3 * (b * R2p r) ^ 2 * (√(4 * π))⁻¹ ^ 2) * h3
  show r ^ 2 * sphereIntegral (fun θ φ => psi a b r θ φ ^ 2)
    = a ^ 2 * (r ^ 2 * R2s r ^ 2) + b ^ 2 * (r ^ 2 * R2p r ^ 2)
  rw [hs]
  ring
```

A: Multiplying by z = r cos θ raises each power of cos θ by one. The 2s and 2p_z densities now carry cos θ and cos³θ and vanish, and the cross term carries cos²θ:

    sphere integral of z ψ² = r · (2√3 ab/4π)(4π/3) R2s R2p = (2ab/√3) r R2s R2p
    ∫z ψ² d³r = (2ab/√3)(−3√3) = −6ab.

`state_dipole` follows these lines. The factor 2ab/√3 appears as `2 * a * b * √3 / 3`, and `radial_lincomb` with second weight 0 serves to rescale `radial_dipole`. The amplitudes are not normalised here; for (a, b) ≠ (0, 0) the expectation value is ⟨z⟩ = −6ab/(a² + b²), the ratio of the two theorems' values.

```lean
/-- The first moment along z = r cos θ of the density of a·2s + b·2p_z is -6ab. -/
theorem state_dipole (a b : ℝ) :
    HasSpaceIntegral (fun r θ φ => r * cos θ * psi a b r θ φ ^ 2) (-6 * a * b) := by
  have h3 : √3 ^ 2 = (3 : ℝ) := Real.sq_sqrt (by norm_num)
  have hu : 4 * π * (√(4 * π))⁻¹ ^ 2 = 1 := by
    rw [inv_pow, Real.sq_sqrt (by positivity)]
    exact mul_inv_cancel₀ (by positivity)
  unfold HasSpaceIntegral
  refine radial_lincomb radial_dipole radial_dipole (2 * a * b * √3 / 3) 0
    (fun r => ?_) (by linear_combination (2 * a * b) * h3)
  -- only the 2s-2p cross term survives the angular integral
  have hs : sphereIntegral (fun θ φ => r * cos θ * psi a b r θ φ ^ 2)
      = 2 * r * (a * R2s r) * (b * R2p r) * √3 / 3 := by
    refine (sphere_cubic 0 (r * (a * R2s r / √(4 * π)) ^ 2)
      (2 * r * (a * R2s r) * (b * R2p r) * √3 / √(4 * π) ^ 2)
      (r * (b * R2p r * √3 / √(4 * π)) ^ 2) fun θ φ => ?_).trans ?_
    · simp only [psi, Y00, Y10]
      ring
    · linear_combination (2 * r * (a * R2s r) * (b * R2p r) * √3 / 3) * hu
  show r ^ 2 * sphereIntegral (fun θ φ => r * cos θ * psi a b r θ φ ^ 2)
    = 2 * a * b * √3 / 3 * (r ^ 3 * R2s r * R2p r) + 0 * (r ^ 3 * R2s r * R2p r)
  rw [hs]
  ring
```

Q: An equal-weight hybrid with a and b positive pointing toward negative z looks like a sign error.

A: It follows from the phases. The r⁴ term contributes 24 and the r⁵ term −60, so the region beyond the 2s node at r = 2, where R2s is negative, dominates the radial integral. There the 2s and 2p_z amplitudes add for z < 0. Reversing the sign of R2s amounts to a → −a and gives +6ab. The quantity is also the first moment of the probability density about the nucleus, with no charge factor. For an electron of charge −1 the electric dipole moment of the normalised state is +6ab.

Q: I could define "dipole" as sin(2t)/√3 times a radial integral and prove nothing physical. How is that product tied to the state?

A: `hybrid_dipole` has three parts, for every real t. The first is the product formula

    (sin 2t/√3) ∫₀^∞ r³ R2s R2p dr = −3 sin 2t,

which substitutes −3√3 and cancels √3. The second says that ψ² at a = cos t, b = sin t integrates to 1, by `state_norm` and cos²t + sin²t = 1. The third says that the space integral of r cos θ ψ², with ψ the function `psi` itself, is −3 sin 2t, by `state_dipole` and 2 sin t cos t = sin 2t. The first and third parts have the same right-hand side, so the product equals the moment of the normalised density, and the factor 1/√3 came out of the angular integration.

```lean
/-- sin(2t)/√3 times the radial dipole integral is -3 sin 2t; the hybrid
cos(t)·2s + sin(t)·2p_z is normalised and its density has first z moment -3 sin 2t. -/
theorem hybrid_dipole (t : ℝ) :
    sin (2 * t) / √3 * ∫ r in Ioi (0 : ℝ), r ^ 3 * R2s r * R2p r = -3 * sin (2 * t) ∧
      HasSpaceIntegral (fun r θ φ => psi (cos t) (sin t) r θ φ ^ 2) 1 ∧
      HasSpaceIntegral (fun r θ φ => r * cos θ * psi (cos t) (sin t) r θ φ ^ 2)
        (-3 * sin (2 * t)) := by
  refine ⟨?_, ?_, ?_⟩
  · have hr : ∫ r in Ioi (0 : ℝ), r ^ 3 * R2s r * R2p r = -3 * √3 := radial_dipole.2
    have h : √3 * (√3)⁻¹ = (1 : ℝ) := mul_inv_cancel₀ (by positivity)
    rw [hr]
    linear_combination (-3 * sin (2 * t)) * h
  · have h := state_norm (cos t) (sin t)
    rwa [Real.cos_sq_add_sin_sq] at h
  · rw [show -3 * sin (2 * t) = -6 * cos t * sin t by rw [Real.sin_two_mul]; ring]
    exact state_dipole (cos t) (sin t)
```

Q: How large can the moment be?

A: Take a² + b² = 1 and let d be the z moment. Then d = −6ab and

    d² = 36 a²b² = 9(a² + b²)² − 9(a² − b²)² = 9 − 9(a² − b²)².

So |d| ≤ 3, with equality exactly when a² = b², the equal-weight hybrids. In `dipole_bound` the hypothesis `h` is normalisation and `hd` names d as the value of the space integral; `hv` identifies it with −6ab through `state_dipole`, and `hsq` is the identity above. The inequality itself is obtained by `nlinarith` from (a + b)² ≥ 0 and (a − b)² ≥ 0, which give |2ab| ≤ 1, while both directions of the equality case use `hsq`. The bound ranges over real combinations of these two orbitals only.

```lean
/-- For a² + b² = 1 the first z moment d of the density of a·2s + b·2p_z obeys |d| ≤ 3,
with equality exactly when a² = b². -/
theorem dipole_bound {a b d : ℝ} (h : a ^ 2 + b ^ 2 = 1)
    (hd : HasSpaceIntegral (fun r θ φ => r * cos θ * psi a b r θ φ ^ 2) d) :
    |d| ≤ 3 ∧ (|d| = 3 ↔ a ^ 2 = b ^ 2) := by
  have hv : d = -6 * a * b := hd.2.symm.trans (state_dipole a b).2
  have hsq : |d| ^ 2 = 9 - 9 * (a ^ 2 - b ^ 2) ^ 2 := by
    rw [sq_abs, hv]
    linear_combination 9 * (a ^ 2 + b ^ 2 + 1) * h
  refine ⟨?_, fun h3 => ?_, fun hab => ?_⟩
  · rw [hv, abs_le]
    constructor <;> nlinarith [sq_nonneg (a + b), sq_nonneg (a - b)]
  · rw [h3] at hsq
    have h0 : (a ^ 2 - b ^ 2) ^ 2 = 0 := by linarith
    have h1 := (pow_eq_zero_iff two_ne_zero).1 h0
    linarith
  · refine (sq_eq_sq₀ (abs_nonneg d) (by norm_num)).1 ?_
    rw [hsq, hab]
    ring

end

end HydrogenHybridDipole
```

```lean
#print axioms HydrogenHybridDipole.hybrid_dipole
#print axioms HydrogenHybridDipole.dipole_bound
```

```
'HydrogenHybridDipole.hybrid_dipole' depends on axioms: [propext, Classical.choice, Quot.sound]
'HydrogenHybridDipole.dipole_bound' depends on axioms: [propext, Classical.choice, Quot.sound]
```

Q: Where does this meet a PAW or ultrasoft calculation? No pseudo-orbital or field appears.

A: Neither appears, and what I say from here on is commentary that the theorems do not state. In the projector augmented-wave method the dipole of a finite system includes one-centre corrections, differences between all-electron and pseudo partial-wave matrix elements of position, and the cross term computed here, without its factor 2ab, has the form of the all-electron element for an s and p_z pair. A code that tabulates u = rR on a radial grid, with u_s and u_p for the s and p partial waves, obtains this element by integrating r u_s u_p numerically and multiplying by the angular factor 1/√3; one that tabulates R itself integrates r³ R_s R_p instead. The correction needs the grid only out to the augmentation radius, where the two sets of partial waves merge, whereas the integral here runs to infinity. With the normalised functions R2s and R2p above on a sufficiently long and fine grid the quadrature should approach −3√3 ≈ −5.196, up to the code's phase convention. Polarization of a periodic solid needs a different definition, because z is not a periodic function.

Q: Does the same algebra give anything about fields?

A: Reading −6ab as a quadratic form in (a, b), the matrix of z in the basis (2s, 2p_z) has zero diagonal and off-diagonal element −3. A uniform field F along z adds +F z to the electron's energy. Granted that 2s and 2p_z are degenerate, as in nonrelativistic hydrogen, first-order perturbation theory in this two-state space gives the linear Stark shifts −3F for a = b and +3F for a = −b, the states that saturate |d| ≤ 3.
